# One z pulse and one x pulse, in either order, cannot produce every single-qubit gate, even up to a global phase

The theorem `two_pulses_insufficient` concerns ideal pulses on one qubit, exp(−iθσz) and exp(−iθσx), with any real angles. It states that the real rotation matrix with rows (3/5, −4/5) and (4/5, 3/5) is unitary with determinant 1, yet is not equal to a product of one pulse of each kind, in either order, times any global phase. The attempt checks unitarity entry by entry. For the impossibility it compares two entries of the product, which are a real and an imaginary multiple of the same complex number, while the corresponding entries of the target are both real and nonzero.

In Lean, a first try:

```lean
import Mathlib

open Complex (I)
open scoped ComplexConjugate

namespace TwoPulsesInsufficient

noncomputable section

/-- Complex 2 by 2 matrices, the operators on a qubit. -/
abbrev Op := Matrix (Fin 2) (Fin 2) ℂ

/-- The Pauli matrix `σx`. -/
def σx : Op := !![0, 1; 1, 0]

/-- The Pauli matrix `σz`. -/
def σz : Op := !![1, 0; 0, -1]

/-- The pulse `exp(-iθA)` with generator `A` and angle `θ`. -/
def pulse (A : Op) (θ : ℝ) : Op := NormedSpace.exp ((-(θ * I) : ℂ) • A)

/-- A real rotation matrix with entries `3/5` and `±4/5`, used as a target gate. -/
def target : Op := !![3/5, -4/5; 4/5, 3/5]

/-- A pulse about the z axis gives the two basis states opposite phases. -/
theorem pulse_z (a : ℝ) :
    pulse σz a = !![Complex.exp (-(a * I)), 0; 0, Complex.exp (a * I)] := by
  have h : (-(a * I) : ℂ) • σz = Matrix.diagonal ![-(a * I), a * I] := by
    ext i j
    fin_cases i <;> fin_cases j <;> simp [σz]
  -- the exponential of a tuple is taken entry by entry
  have hv : NormedSpace.exp (![-(a * I), a * I] : Fin 2 → ℂ) =
      ![Complex.exp (-(a * I)), Complex.exp (a * I)] := by
    funext i
    refine (NormedSpace.map_exp (Pi.evalRingHom (fun _ : Fin 2 => ℂ) i)
      (continuous_apply i) ![-(a * I), a * I]).trans ?_
    rw [Complex.exp_eq_exp_ℂ]
    fin_cases i <;> simp
  rw [pulse, h, Matrix.exp_diagonal, hv]
  ext i j
  fin_cases i <;> fin_cases j <;> simp

/-- A pulse about the x axis mixes the basis states with amplitudes `cos b` and `-i sin b`. -/
theorem pulse_x (b : ℝ) :
    pulse σx b = !![(Real.cos b : ℂ), -(I * Real.sin b); -(I * Real.sin b), Real.cos b] := by
  -- change of basis that turns σz into σx
  let H : Opˣ := ⟨!![1, 1; 1, -1], !![1/2, 1/2; 1/2, -1/2],
    by ext i j; fin_cases i <;> fin_cases j <;>
        norm_num [Matrix.mul_apply, Fin.sum_univ_succ],
    by ext i j; fin_cases i <;> fin_cases j <;>
        norm_num [Matrix.mul_apply, Fin.sum_univ_succ]⟩
  have h := Matrix.exp_units_conj H ((-(b * I) : ℂ) • σz)
  have hx : (-(b * I) : ℂ) • σx = (H : Op) * ((-(b * I) : ℂ) • σz) * ((H⁻¹ : Opˣ) : Op) := by
    change _ = !![1, 1; 1, -1] * _ * !![1/2, 1/2; 1/2, -1/2]
    ext i j
    fin_cases i <;> fin_cases j <;>
      simp [σx, σz, Matrix.mul_apply, Fin.sum_univ_succ] <;> ring
  have e : Complex.exp (-(b * I)) = Real.cos b - Real.sin b * I := by
    rw [← neg_mul, Complex.exp_mul_I, Complex.cos_neg, Complex.sin_neg,
      Complex.ofReal_cos, Complex.ofReal_sin]
    ring
  have e' : Complex.exp (b * I) = Real.cos b + Real.sin b * I := by
    rw [Complex.exp_mul_I, Complex.ofReal_cos, Complex.ofReal_sin]
  rw [pulse, hx, h]
  change !![1, 1; 1, -1] * pulse σz b * !![1/2, 1/2; 1/2, -1/2] = _
  rw [pulse_z, e, e']
  simp only [Matrix.mul_fin_two]
  ring_nf

/-- The gate `target` is unitary with determinant 1, yet no sequence of one z pulse and one
x pulse, in either order, equals it up to a global phase. -/
theorem two_pulses_insufficient :
    target ∈ Matrix.specialUnitaryGroup (Fin 2) ℂ ∧ ∀ φ a b : ℝ,
      Complex.exp (φ * I) • (pulse σz a * pulse σx b) ≠ target ∧
      Complex.exp (φ * I) • (pulse σx b * pulse σz a) ≠ target := by
  -- two entries with a common phase factor cannot have a real nonzero ratio
  have key (w : ℂ) (c s y : ℝ) (hy : y ≠ 0) (h1 : w * c = 3/5) (h2 : w * (I * s) = y) :
      False := by
    have h : 3 * (I * s) = 5 * ((c : ℂ) * y) := by
      linear_combination (-5 * (I * s)) * h1 + 5 * c * h2
    have hr : c * y = 0 := by simpa using congrArg Complex.re h
    rw [(mul_eq_zero.1 hr).resolve_right hy] at h1
    norm_num at h1
  refine ⟨Matrix.mem_specialUnitaryGroup_iff.2 ⟨Matrix.mem_unitaryGroup_iff.2 ?_, ?_⟩,
    fun φ a b => ⟨fun h => ?_, fun h => ?_⟩⟩
  · ext i j
    fin_cases i <;> fin_cases j <;>
      norm_num [target, Matrix.mul_apply, Fin.sum_univ_succ, Matrix.star_apply]
  · rw [target, Matrix.det_fin_two_of]; norm_num
  · rw [pulse_z, pulse_x, Matrix.mul_fin_two, target] at h
    have h0 : Complex.exp (φ * I) * (Complex.exp (-(a * I)) * Real.cos b
        + 0 * -(I * Real.sin b)) = 3/5 := congrFun (congrFun h 0) 0
    have h1 : Complex.exp (φ * I) * (Complex.exp (-(a * I)) * -(I * Real.sin b)
        + 0 * Real.cos b) = -4/5 := congrFun (congrFun h 0) 1
    refine key (Complex.exp (φ * I) * Complex.exp (-(a * I))) (Real.cos b) (Real.sin b) (4/5)
      (by norm_num) (by linear_combination h0) ?_
    simp only [Complex.ofReal_div, Complex.ofReal_ofNat]
    linear_combination -h1
  · rw [pulse_z, pulse_x, Matrix.mul_fin_two, target] at h
    have h0 : Complex.exp (φ * I) * (Real.cos b * Complex.exp (-(a * I))
        + -(I * Real.sin b) * 0) = 3/5 := congrFun (congrFun h 0) 0
    have h1 : Complex.exp (φ * I) * (-(I * Real.sin b) * Complex.exp (-(a * I))
        + Real.cos b * 0) = 4/5 := congrFun (congrFun h 1) 0
    refine key (Complex.exp (φ * I) * Complex.exp (-(a * I))) (Real.cos b) (Real.sin b) (-(4/5))
      (by norm_num) (by linear_combination h0) ?_
    simp only [Complex.ofReal_neg, Complex.ofReal_div, Complex.ofReal_ofNat]
    linear_combination -h1

end

end TwoPulsesInsufficient
```

Compiling this gives:

```
Main.lean:86:2: error: unsolved goals
case refine_1.«0».«0»
key : ∀ (w : ℂ) (c s y : ℝ), y ≠ 0 → w * ↑c = 3 / 5 → w * (I * ↑s) = ↑y → False
⊢ 3 / 5 * ((starRingEnd ℂ) 3 / (starRingEnd ℂ) 5) + 4 / 5 * ((starRingEnd ℂ) 4 / (starRingEnd ℂ) 5) = 1

case refine_1.«0».«1»
key : ∀ (w : ℂ) (c s y : ℝ), y ≠ 0 → w * ↑c = 3 / 5 → w * (I * ↑s) = ↑y → False
⊢ 3 / 5 * ((starRingEnd ℂ) 4 / (starRingEnd ℂ) 5) + -(4 / 5 * ((starRingEnd ℂ) 3 / (starRingEnd ℂ) 5)) = 0

case refine_1.«1».«0»
key : ∀ (w : ℂ) (c s y : ℝ), y ≠ 0 → w * ↑c = 3 / 5 → w * (I * ↑s) = ↑y → False
⊢ 4 / 5 * ((starRingEnd ℂ) 3 / (starRingEnd ℂ) 5) + -(3 / 5 * ((starRingEnd ℂ) 4 / (starRingEnd ℂ) 5)) = 0

case refine_1.«1».«1»
key : ∀ (w : ℂ) (c s y : ℝ), y ≠ 0 → w * ↑c = 3 / 5 → w * (I * ↑s) = ↑y → False
⊢ 4 / 5 * ((starRingEnd ℂ) 4 / (starRingEnd ℂ) 5) + 3 / 5 * ((starRingEnd ℂ) 3 / (starRingEnd ℂ) 5) = 1
```

After these edits no error is left:

```diff
@@ -74,5 +74,5 @@
       Complex.exp (φ * I) • (pulse σz a * pulse σx b) ≠ target ∧
       Complex.exp (φ * I) • (pulse σx b * pulse σz a) ≠ target := by
-  -- two entries with a common phase factor cannot have a real nonzero ratio
+  -- a real and an imaginary multiple of the same `w` cannot equal `3/5` and a nonzero real `y`
   have key (w : ℂ) (c s y : ℝ) (hy : y ≠ 0) (h1 : w * c = 3/5) (h2 : w * (I * s) = y) :
       False := by
@@ -84,7 +84,11 @@
   refine ⟨Matrix.mem_specialUnitaryGroup_iff.2 ⟨Matrix.mem_unitaryGroup_iff.2 ?_, ?_⟩,
     fun φ a b => ⟨fun h => ?_, fun h => ?_⟩⟩
-  · ext i j
+  · have k3 : conj (3 : ℂ) = 3 := Complex.conj_eq_iff_im.2 (by simp)
+    have k4 : conj (4 : ℂ) = 4 := Complex.conj_eq_iff_im.2 (by simp)
+    have k5 : conj (5 : ℂ) = 5 := Complex.conj_eq_iff_im.2 (by simp)
+    ext i j
     fin_cases i <;> fin_cases j <;>
-      norm_num [target, Matrix.mul_apply, Fin.sum_univ_succ, Matrix.star_apply]
+      norm_num [target, Matrix.mul_apply, Fin.sum_univ_succ, Matrix.star_apply] <;>
+      rw [k3, k4, k5] <;> norm_num
   · rw [target, Matrix.det_fin_two_of]; norm_num
   · rw [pulse_z, pulse_x, Matrix.mul_fin_two, target] at h
```

Cause. The error lies in the unitarity check, where the target times its conjugate transpose must equal the identity. The four goals left over are the four entries of that equation. In each, `norm_num` has multiplied out the matrices and moved the conjugation onto the numerals, but has left terms such as `(starRingEnd ℂ) 3` unevaluated. These are just the conjugates of 3, 4 and 5, which are real, but until they are replaced by the plain numbers the arithmetic cannot finish.

The repair proves the three missing facts, `k3`, `k4` and `k5`, using `Complex.conj_eq_iff_im`, by which a complex number equals its conjugate exactly when its imaginary part is zero. All three numerals appear under conjugation in every remaining goal, so `rw [k3, k4, k5]` applies to each, and a final `norm_num` settles the fractions.

The reworded comment above `key` is mere tidying: it describes that statement more exactly and has no effect on the proof.
